# Observables odd under a permutation symmetry average to zero in finite ground states with connected, nonpositive hopping

Take two configurations of equal energy, joined by a hopping amplitude −g with g > 0:

H = [[0, −g], [−g, 0]]

The ground state is (1, 1)/√2, with energy −g. Exchanging the configurations leaves it unchanged, and the odd observable O = diag(1, −1) has expectation 1/2 − 1/2 = 0. At g = 0 the vector (1, 0) is also a ground state, and there O has expectation 1. Hopping removes the freedom to choose a side.

## Zero order parameter at finite size

Let H be a finite real symmetric matrix with nonpositive off-diagonal entries, whose nonzero entries connect all configurations. Let P be a permutation matrix with PH = HP. Then the ground state x is unique up to a factor, and

Px = x, and x·Ox = 0 for every real matrix O with PO = −OP.

## A check on exact diagonalisation

For a finite transverse-field Ising model with positive field and no longitudinal field, an exact-diagonalisation code should return a ground state with zero magnetisation along the coupling axis at every site. A nonzero value can mean that the solver has mixed the ground state with a nearly degenerate odd state, even when the energy looks converged. Ordering can instead be read from even quantities, such as the squared total magnetisation for ferromagnetic couplings.

## From the energy bound to the vanishing average

A ground state is a nonzero x with x·Hx = E x·x, where y·Hy ≥ E y·y for all y. One exists because the quadratic form attains its minimum on the compact unit sphere, and rescaling extends the bound to all y.

**Eigenvalue equation.** For any r, set b = r·Hx − E r·x and c = r·Hr − E r·r ≥ 0. The bound at x + tr reads

2tb + t²c ≥ 0.

At t = −b/(c + 1) the left side is −b²(c + 2)/(c + 1)², so b = 0. Taking r to be each basis vector gives Hx = Ex.

**No zero amplitudes.** For i ≠ j, H_ij |x_i||x_j| ≤ H_ij x_i x_j. Diagonal terms and the norm are unchanged, so |x| is also a ground state. If x_a = 0, row a of its eigenvalue equation is

Σ_j H_aj |x_j| = 0.

No term is positive, so every term vanishes, and x_b = 0 wherever H_ab ≠ 0. Connectivity then forces x = 0, a contradiction.

**Uniqueness.** For ground states x and y, the vector x_i y − y_i x solves the same eigenvalue equation and vanishes at i. It must be zero, so x_i y_j = y_i x_j.

**Invariance.** Let (Px)_i = x_σ(i). Since P commutes with H, P|x| is a ground state, and

|x_i||x_σ(j)| = |x_σ(i)||x_j|.

Summing over j gives the same positive sum on both sides, so |x_i| = |x_σ(i)|. As x is proportional to |x|, its sign is constant and x_i = x_σ(i).

Uniqueness and preservation of the norm alone give only Px = ±x. That suffices for the zero average, but not for invariance: with −g replaced by +g in the two-configuration example, the ground state is (1, −1)/√2 and changes sign.

**Odd observables.** P preserves dot products, so

x·Ox = (Px)·(POx) = −(Px)·(OPx) = −x·Ox.

```lean
import Mathlib

open Matrix

namespace FiniteSymmetry

noncomputable section

variable {n : Type*} [Fintype n] [DecidableEq n]

/-- A real symmetric Hamiltonian with nonpositive off-diagonal entries whose nonzero entries
connect all configurations. -/
structure ConnectedHopping (H : Matrix n n ℝ) : Prop where
  symm : H.IsSymm
  off : ∀ i j, i ≠ j → H i j ≤ 0
  conn : ∀ i j, Relation.ReflTransGen (fun a b => H a b ≠ 0) i j

/-- A nonzero state `x` whose energy `E` is a lower bound for the energy of all states. -/
def IsGroundState (H : Matrix n n ℝ) (E : ℝ) (x : n → ℝ) : Prop :=
  x ≠ 0 ∧ x ⬝ᵥ H *ᵥ x = E * (x ⬝ᵥ x) ∧ ∀ y : n → ℝ, E * (y ⬝ᵥ y) ≤ y ⬝ᵥ H *ᵥ y

/-- The permutation matrix that relabels configurations by `σ`. -/
def permOp (σ : Equiv.Perm n) : Matrix n n ℝ := fun i j => if σ i = j then 1 else 0

lemma permOp_apply (σ : Equiv.Perm n) (x : n → ℝ) (i : n) : (permOp σ *ᵥ x) i = x (σ i) := by
  simp [permOp, mulVec, dotProduct]

variable {H : Matrix n n ℝ} {E : ℝ} {x y : n → ℝ}

/-- A finite system with a real Hamiltonian matrix has a ground state. -/
theorem exists_groundState [Nonempty n] (H : Matrix n n ℝ) : ∃ E x, IsGroundState H E x := by
  have hcl : IsClosed {x : n → ℝ | x ⬝ᵥ x = 1} :=
    isClosed_eq (by simp only [dotProduct]; fun_prop) continuous_const
  have hsub : {x : n → ℝ | x ⬝ᵥ x = 1} ⊆ Metric.closedBall 0 1 := by
    intro x hx
    rw [mem_closedBall_zero_iff, pi_norm_le_iff_of_nonneg zero_le_one]
    intro i
    have h1 : x i * x i ≤ ∑ j, x j * x j :=
      Finset.single_le_sum (f := fun j => x j * x j)
        (fun j _ => mul_self_nonneg (x j)) (Finset.mem_univ i)
    have h2 : ∑ j, x j * x j = 1 := hx
    rw [Real.norm_eq_abs]
    exact abs_le.mpr ⟨by nlinarith, by nlinarith⟩
  have hne : {x : n → ℝ | x ⬝ᵥ x = 1}.Nonempty :=
    ⟨Pi.single (Classical.arbitrary n) 1, by simp⟩
  have hc : Continuous fun x : n → ℝ => x ⬝ᵥ H *ᵥ x := by
    simp only [dotProduct, mulVec]; fun_prop
  obtain ⟨x, hx, hmin⟩ := ((isCompact_closedBall 0 1).of_isClosed_subset hcl hsub).exists_isMinOn
    hne hc.continuousOn
  have hx1 : x ⬝ᵥ x = 1 := hx
  refine ⟨x ⬝ᵥ H *ᵥ x, x, fun h => by simp [h] at hx1, by rw [hx1, mul_one], fun y => ?_⟩
  by_cases hy : y = 0
  · simp [hy]
  -- rescale `y` to the unit sphere
  have h0 : 0 ≤ y ⬝ᵥ y := Finset.sum_nonneg fun i _ => mul_self_nonneg (y i)
  have hs : 0 < y ⬝ᵥ y := lt_of_le_of_ne h0 fun h => hy (dotProduct_self_eq_zero.mp h.symm)
  have hr : (√(y ⬝ᵥ y))⁻¹ * (√(y ⬝ᵥ y))⁻¹ = (y ⬝ᵥ y)⁻¹ := by
    rw [← mul_inv, Real.mul_self_sqrt h0]
  have hm : (√(y ⬝ᵥ y))⁻¹ • y ∈ {x : n → ℝ | x ⬝ᵥ x = 1} := by
    change _ = _
    rw [smul_dotProduct, dotProduct_smul, smul_eq_mul, smul_eq_mul, ← mul_assoc, hr,
      inv_mul_cancel₀ hs.ne']
  have h := isMinOn_iff.mp hmin _ hm
  rw [mulVec_smul, smul_dotProduct, dotProduct_smul, smul_eq_mul, smul_eq_mul, ← mul_assoc,
    hr, inv_mul_eq_div, le_div_iff₀ hs] at h
  exact h

/-- A ground state of a symmetric Hamiltonian solves the stationary Schrödinger equation. -/
theorem IsGroundState.eigen (hS : H.IsSymm) (hx : IsGroundState H E x) : H *ᵥ x = E • x := by
  have key : ∀ r : n → ℝ, r ⬝ᵥ H *ᵥ x - E * (r ⬝ᵥ x) = 0 := by
    intro r
    have hsym : x ⬝ᵥ H *ᵥ r = r ⬝ᵥ H *ᵥ x := by
      rw [dotProduct_mulVec, ← mulVec_transpose, hS.eq, dotProduct_comm]
    have hc := hx.2.2 r
    -- the energy bound at `x + t r`
    have hv : ∀ t : ℝ, 0 ≤ 2 * t * (r ⬝ᵥ H *ᵥ x - E * (r ⬝ᵥ x))
        + t ^ 2 * (r ⬝ᵥ H *ᵥ r - E * (r ⬝ᵥ r)) := by
      intro t
      have h := hx.2.2 (x + t • r)
      simp only [mulVec_add, mulVec_smul, dotProduct_add, add_dotProduct, smul_dotProduct,
        dotProduct_smul, smul_eq_mul, hsym, dotProduct_comm x r] at h
      linarith [hx.2.1]
    generalize r ⬝ᵥ H *ᵥ x - E * (r ⬝ᵥ x) = b at hv ⊢
    have hc' : 0 ≤ r ⬝ᵥ H *ᵥ r - E * (r ⬝ᵥ r) := by linarith
    generalize r ⬝ᵥ H *ᵥ r - E * (r ⬝ᵥ r) = c at hv hc'
    have h := hv (-b / (c + 1))
    have e : 2 * (-b / (c + 1)) * b + (-b / (c + 1)) ^ 2 * c
        = -(b ^ 2 * (c + 2)) / (c + 1) ^ 2 := by
      field_simp
      ring
    rw [e, le_div_iff₀ (by positivity)] at h
    have : b ^ 2 = 0 := by nlinarith [sq_nonneg b, mul_nonneg (sq_nonneg b) hc']
    exact pow_eq_zero_iff (two_ne_zero) |>.mp this
  funext i
  have h := key (Pi.single i 1)
  rw [single_one_dotProduct, single_one_dotProduct] at h
  simpa using sub_eq_zero.mp h

/-- With connected hopping, replacing the amplitudes of a ground state by their absolute values
gives a ground state. -/
theorem IsGroundState.abs (hH : ConnectedHopping H) (hx : IsGroundState H E x) :
    IsGroundState H E (fun i => |x i|) := by
  refine ⟨fun h => hx.1 (funext fun i => abs_eq_zero.mp (congrFun h i)),
    le_antisymm ?_ (hx.2.2 _), hx.2.2⟩
  have hn : (fun i => |x i|) ⬝ᵥ (fun i => |x i|) = x ⬝ᵥ x := by simp [dotProduct]
  rw [hn, ← hx.2.1]
  simp only [dotProduct, mulVec, Finset.mul_sum]
  refine Finset.sum_le_sum fun i _ => Finset.sum_le_sum fun j _ => ?_
  by_cases h : i = j
  · subst h
    exact le_of_eq (by linear_combination H i i * abs_mul_abs_self (x i))
  · have h2 : x i * x j ≤ |x i| * |x j| := by rw [← abs_mul]; exact le_abs_self _
    nlinarith [mul_nonneg (neg_nonneg.2 (hH.off i j h)) (sub_nonneg.2 h2)]

lemma IsGroundState.ne_zero (hH : ConnectedHopping H) (hx : IsGroundState H E x) (i : n) :
    x i ≠ 0 := by
  intro hi
  have he := (hx.abs hH).eigen hH.symm
  -- a zero amplitude spreads to all neighbours
  have step : ∀ a b, x a = 0 → H a b ≠ 0 → x b = 0 := by
    intro a b ha hab
    have hs : ∑ j, H a j * |x j| = 0 := by
      simpa [mulVec, dotProduct, ha] using congrFun he a
    have hneg : ∀ j ∈ Finset.univ, H a j * |x j| ≤ 0 := by
      intro j _
      by_cases h : a = j
      · subst h; simp [ha]
      · exact mul_nonpos_of_nonpos_of_nonneg (hH.off a j h) (abs_nonneg _)
    simpa [hab] using (Finset.sum_eq_zero_iff_of_nonpos hneg).1 hs b (Finset.mem_univ b)
  apply hx.1
  funext j
  change x j = 0
  have hc := hH.conn i j
  induction hc with
  | refl => exact hi
  | tail _ hab ih => exact step _ _ ih hab

lemma IsGroundState.proportional (hH : ConnectedHopping H) (hx : IsGroundState H E x)
    (hy : IsGroundState H E y) (i j : n) : x i * y j = y i * x j := by
  by_contra hne
  have hz : IsGroundState H E (x i • y - y i • x) := by
    refine ⟨fun h => hne ?_, ?_, hx.2.2⟩
    · simpa [sub_eq_zero] using congrFun h j
    · have : H *ᵥ (x i • y - y i • x) = E • (x i • y - y i • x) := by
        rw [mulVec_sub, mulVec_smul, mulVec_smul, hx.eigen hH.symm, hy.eigen hH.symm]
        module
      rw [this, dotProduct_smul, smul_eq_mul]
  exact hz.ne_zero hH i (by simp [mul_comm])

/-- With connected hopping, every ground state is invariant under a permutation symmetry of the
Hamiltonian. -/
theorem IsGroundState.invariant (hH : ConnectedHopping H) {σ : Equiv.Perm n}
    (hP : permOp σ * H = H * permOp σ) (hx : IsGroundState H E x) : permOp σ *ᵥ x = x := by
  have ha := hx.abs hH
  have hp : IsGroundState H E (permOp σ *ᵥ fun i => |x i|) := by
    refine ⟨fun h => hx.1 (funext fun i => ?_), ?_, hx.2.2⟩
    · have := congrFun h (σ.symm i)
      rw [permOp_apply] at this
      simpa using this
    · rw [mulVec_mulVec, ← hP, ← mulVec_mulVec, ha.eigen hH.symm, mulVec_smul,
        dotProduct_smul, smul_eq_mul]
  funext i
  rw [permOp_apply]
  -- summing the proportionality relation fixes the factor to one
  have hs : |x i| * ∑ j, |x j| = |x (σ i)| * ∑ j, |x j| := by
    rw [← Equiv.sum_comp σ (fun j => |x j|), Finset.mul_sum, Equiv.sum_comp σ (fun j => |x j|),
      Finset.mul_sum]
    refine Finset.sum_congr rfl fun j _ => ?_
    simpa only [permOp_apply] using ha.proportional hH hp i j
  have hpos : 0 < ∑ j, |x j| :=
    Finset.sum_pos (fun j _ => abs_pos.mpr (hx.ne_zero hH j)) ⟨i, Finset.mem_univ i⟩
  have h1 := mul_right_cancel₀ hpos.ne' hs
  have h2 : x i * |x (σ i)| = |x i| * x (σ i) := hx.proportional hH ha i (σ i)
  rw [← h1, mul_comm] at h2
  exact (mul_left_cancel₀ (abs_ne_zero.mpr (hx.ne_zero hH i)) h2).symm

/-- With connected hopping, an observable that is odd under a permutation symmetry of the
Hamiltonian has zero expectation in every ground state. -/
theorem IsGroundState.odd_expectation (hH : ConnectedHopping H) {σ : Equiv.Perm n}
    (hP : permOp σ * H = H * permOp σ) (hx : IsGroundState H E x) {O : Matrix n n ℝ}
    (hO : permOp σ * O = -(O * permOp σ)) : x ⬝ᵥ O *ᵥ x = 0 := by
  have hi := hx.invariant hH hP
  have h1 : (permOp σ *ᵥ x) ⬝ᵥ (permOp σ *ᵥ (O *ᵥ x)) = x ⬝ᵥ O *ᵥ x := by
    simp only [dotProduct, permOp_apply]
    exact Equiv.sum_comp σ (fun j => x j * (O *ᵥ x) j)
  rw [mulVec_mulVec, hO, neg_mulVec, ← mulVec_mulVec, hi, dotProduct_neg] at h1
  linarith

/-- A finite system with connected hopping has a ground state that is unique up to a factor and
invariant under the permutation symmetry, and all odd observables average to zero in it. -/
theorem no_symmetry_breaking [Nonempty n] (hH : ConnectedHopping H) (σ : Equiv.Perm n)
    (hP : permOp σ * H = H * permOp σ) :
    ∃ E φ, IsGroundState H E φ ∧ (∀ ψ, IsGroundState H E ψ → ∃ c : ℝ, ψ = c • φ) ∧
      permOp σ *ᵥ φ = φ ∧
      ∀ O : Matrix n n ℝ, permOp σ * O = -(O * permOp σ) → φ ⬝ᵥ O *ᵥ φ = 0 := by
  obtain ⟨E, φ, hφ⟩ := exists_groundState H
  refine ⟨E, φ, hφ, fun ψ hψ => ?_, hφ.invariant hH hP, fun O hO => hφ.odd_expectation hH hP hO⟩
  let i := Classical.arbitrary n
  refine ⟨ψ i / φ i, funext fun j => ?_⟩
  have h := hφ.proportional hH hψ i j
  have h0 := hφ.ne_zero hH i
  rw [Pi.smul_apply, smul_eq_mul, div_mul_eq_mul_div, eq_div_iff h0]
  linarith

/-- The value `1` or `-1` of a classical spin. -/
def spin (b : Bool) : ℝ := if b then 1 else -1

lemma spin_not (b : Bool) : spin (!b) = -spin b := by cases b <;> simp [spin]

/-- Two spin configurations differ at exactly one site. -/
def OneFlip {N : ℕ} (s t : Fin N → Bool) : Prop := ∃ i, s i ≠ t i ∧ ∀ j, j ≠ i → s j = t j

open Classical in
/-- The transverse-field Ising Hamiltonian with couplings `J` and transverse field `g`. -/
def ising {N : ℕ} (J : Fin N → Fin N → ℝ) (g : ℝ) : Matrix (Fin N → Bool) (Fin N → Bool) ℝ :=
  fun s t => if s = t then -∑ i, ∑ j, J i j * (spin (s i) * spin (s j))
    else if OneFlip s t then -g else 0

/-- The reversal of all spins. -/
def globalFlip (N : ℕ) : Equiv.Perm (Fin N → Bool) where
  toFun s i := !s i
  invFun s i := !s i
  left_inv s := by simp
  right_inv s := by simp

/-- The transverse-field Ising model with positive field has connected hopping and commutes with
the reversal of all spins. -/
theorem ising_witness {N : ℕ} (J : Fin N → Fin N → ℝ) {g : ℝ} (hg : 0 < g) :
    ConnectedHopping (ising J g) ∧
      permOp (globalFlip N) * ising J g = ising J g * permOp (globalFlip N) := by
  refine ⟨⟨Matrix.IsSymm.ext fun s t => ?_, fun s t h => ?_, fun s t => ?_⟩, ?_⟩
  · by_cases h : s = t
    · rw [h]
    · have hf : OneFlip t s ↔ OneFlip s t :=
        ⟨fun ⟨i, a, b⟩ => ⟨i, a.symm, fun j hj => (b j hj).symm⟩,
          fun ⟨i, a, b⟩ => ⟨i, a.symm, fun j hj => (b j hj).symm⟩⟩
      simp only [ising, if_neg h, if_neg (Ne.symm h)]
      by_cases hq : OneFlip s t
      · simp only [if_pos hq, if_pos (hf.2 hq)]
      · simp only [if_neg hq, if_neg (mt hf.1 hq)]
  · simp only [ising, if_neg h]
    split_ifs <;> linarith
  · -- change the spins of `s` into those of `t` one site at a time
    have hpath : ∀ S : Finset (Fin N),
        Relation.ReflTransGen (fun a b => ising J g a b ≠ 0) s (S.piecewise t s) := by
      intro S
      induction S using Finset.induction_on with
      | empty => rw [Finset.piecewise_empty]
      | insert a S _ ih =>
        rw [Finset.piecewise_insert]
        generalize S.piecewise t s = u at ih ⊢
        by_cases hu : u a = t a
        · rw [← hu, Function.update_eq_self]; exact ih
        · refine ih.tail ?_
          have hne : u ≠ Function.update u a (t a) := fun e => hu (by
            have := congrFun e a
            rwa [Function.update_self] at this)
          have hf : OneFlip u (Function.update u a (t a)) :=
            ⟨a, by rwa [Function.update_self], fun j hj => by rw [Function.update_of_ne hj]⟩
          simp only [ising, if_neg hne, if_pos hf]
          linarith
    simpa using hpath Finset.univ
  · have hinv : ∀ s t, ising J g (globalFlip N s) (globalFlip N t) = ising J g s t := by
      intro s t
      have h1 : OneFlip (globalFlip N s) (globalFlip N t) ↔ OneFlip s t := by
        simp [OneFlip, globalFlip]
      have h2 : ∀ i, spin (globalFlip N s i) = -spin (s i) := fun i => spin_not (s i)
      simp only [ising, (globalFlip N).injective.eq_iff, h2, neg_mul_neg]
      by_cases hst : s = t
      · simp only [if_pos hst]
      · by_cases hq : OneFlip s t
        · simp only [if_neg hst, if_pos hq, if_pos (h1.2 hq)]
        · simp only [if_neg hst, if_neg hq, if_neg (mt h1.1 hq)]
    ext s t
    obtain ⟨u, rfl⟩ := (globalFlip N).surjective t
    simp [permOp, Matrix.mul_apply, hinv]

/-- In the finite transverse-field Ising model with positive field, the longitudinal magnetisation
(along the coupling axis) of each site vanishes in every ground state. -/
theorem ising_magnetisation {N : ℕ} (J : Fin N → Fin N → ℝ) {g E : ℝ} (hg : 0 < g)
    {ψ : (Fin N → Bool) → ℝ} (hψ : IsGroundState (ising J g) E ψ) (i : Fin N) :
    ψ ⬝ᵥ (Matrix.diagonal fun s : Fin N → Bool => spin (s i)) *ᵥ ψ = 0 := by
  obtain ⟨hH, hP⟩ := ising_witness J hg
  refine hψ.odd_expectation hH hP ?_
  ext s t
  rw [Matrix.neg_apply, Matrix.mul_diagonal, Matrix.diagonal_mul]
  by_cases h : globalFlip N s = t
  · subst h
    have : spin (globalFlip N s i) = -spin (s i) := spin_not (s i)
    simp [permOp, this]
  · simp [permOp, h]

/-- Without hopping between two configurations of equal energy, there is a ground state in which
an observable odd under their exchange has expectation one. -/
theorem broken_without_hopping :
    IsGroundState (0 : Matrix (Fin 2) (Fin 2) ℝ) 0 ![1, 0] ∧
      permOp (Equiv.swap (0 : Fin 2) 1) * !![1, 0; 0, -1]
        = -(!![1, 0; 0, -1] * permOp (Equiv.swap (0 : Fin 2) 1)) ∧
      ![1, 0] ⬝ᵥ (!![1, 0; 0, -1] : Matrix (Fin 2) (Fin 2) ℝ) *ᵥ ![1, 0] = 1 := by
  refine ⟨⟨fun h => by simpa using congrFun h 0, by simp, fun y => by simp⟩, ?_, ?_⟩
  · ext i j
    rw [Matrix.neg_apply, Matrix.mul_apply, Matrix.mul_apply, Fin.sum_univ_two, Fin.sum_univ_two]
    fin_cases i <;> fin_cases j <;> simp [permOp]
  · simp [Matrix.mulVec, dotProduct, Fin.sum_univ_succ]

end

end FiniteSymmetry
```

```lean
#print axioms FiniteSymmetry.no_symmetry_breaking
#print axioms FiniteSymmetry.ising_magnetisation
#print axioms FiniteSymmetry.broken_without_hopping
```

```
'FiniteSymmetry.no_symmetry_breaking' depends on axioms: [propext, Classical.choice, Quot.sound]
'FiniteSymmetry.ising_magnetisation' depends on axioms: [propext, Classical.choice, Quot.sound]
'FiniteSymmetry.broken_without_hopping' depends on axioms: [propext, Classical.choice, Quot.sound]
```

## How the Lean proof follows the argument

`ConnectedHopping` holds the conditions on H, `IsGroundState` is the variational definition, and `permOp σ` is P. `exists_groundState` gives the minimiser; `eigen`, `abs`, `ne_zero`, `proportional`, `invariant` and `odd_expectation` follow the steps above in order, and `no_symmetry_breaking` collects them.

The proof turns on `Relation.ReflTransGen`, which expresses connectivity as a finite chain of nonzero entries. In `ne_zero`, induction on the chain carries a zero amplitude from configuration to configuration. `ising_witness` builds such a chain by changing one spin at a time, and also checks the spin-flip symmetry. `ising_magnetisation` then applies the general result.

## Reach of the theorems

The Ising couplings `J` are arbitrary; the double sum runs over all i and j, so the bond between two different sites has total strength J_ij + J_ji, and the terms with i = j only shift the energy. Vectors need not be normalised, which doesn't affect a zero average.

States and observables are real, and the sign condition depends on the chosen basis. The theorems give no lower bound on the gap and say nothing about thermal states or the infinite-size limit, where symmetry breaking is usually defined. `broken_without_hopping` confirms the g = 0 case of the opening example.
